# Transforming a planar tensor by a matrix product AB is transforming by B, then by A

A Cartesian tensor of rank n on the plane has 2ⁿ components, here complex, and a 2 × 2 matrix transforms it by acting on every index at once. `transform_mul` states that the product AB acts on such a tensor as B followed by A. It holds for every rank and for any two complex 2 × 2 matrices, which need not be rotations or even invertible. The proof compares components: `h` expands the product of entries of AB into a sum over an intermediate set of indices `l`, `change` writes both sides of the goal as explicit sums, and the remaining steps multiply out and exchange the order of summation.

An attempt in Lean 4 with a fault in it:

```lean
import Mathlib

open Finset

namespace PlanarInvariantTensors

noncomputable section

/-- Complex Cartesian tensors of rank `n` on the plane, given by their components. -/
abbrev Tensor (n : ℕ) := (Fin n → Fin 2) → ℂ

/-- The action of a 2 × 2 matrix on all indices of a tensor at once. -/
def transform {n : ℕ} (A : Matrix (Fin 2) (Fin 2) ℂ) : Tensor n →ₗ[ℂ] Tensor n where
  toFun T i := ∑ j, (∏ k, A (i k) (j k)) * T j
  map_add' S T := by
    funext i
    simp [mul_add, Finset.sum_add_distrib]
  map_smul' c T := by
    funext i
    simp [Finset.mul_sum, mul_left_comm]

/-- Acting with a product of matrices is acting with one after the other. -/
theorem transform_mul {n : ℕ} (A B : Matrix (Fin 2) (Fin 2) ℂ) (T : Tensor n) :
    transform (A * B) T = transform A (transform B T) := by
  funext i
  have h : ∀ j : Fin n → Fin 2, ∏ k, (A * B) (i k) (j k) =
      ∑ l : Fin n → Fin 2, (∏ k, A (i k) (l k)) * ∏ k, B (l k) (j k) := by
    intro j
    simp only [Matrix.mul_apply, Finset.prod_univ_sum, Fintype.piFinset_univ,
      Finset.prod_mul_distrib]
  change ∑ j, (∏ k, (A * B) (i k) (j k)) * T j =
    ∑ l, (∏ k, A (i k) (l k)) * ∑ j, (∏ k, B (l k) (j k)) * T j
  simp only [h, Finset.sum_mul, Finset.mul_sum]
  rw [Finset.sum_comm]
  simp only [mul_assoc]

end

end PlanarInvariantTensors
```

Lean reports:

```
Main.lean:32:24: error: Function expected at
  l
but this term has type
  ?m.96

Note: Expected a function because this term is being applied to the argument
  k
Main.lean:32:46: error: Function expected at
  l
but this term has type
  ?m.96

Note: Expected a function because this term is being applied to the argument
  k
```

Cause. Both messages concern the sum over `l` in the `change` step. There `l` is meant to be a whole tuple of indices, a function `Fin n → Fin 2`, but `∑ l` doesn't say so. Lean has to make sense of the written expression before it can compare it with the goal, and at that stage the type of `l` is still unknown, shown as `?m.96`. The only uses of `l` are the two applications `l k`, and Lean won't infer from an application alone that `l` is a function, so it reports an error at each.

The index `j` has no stated type either, but it also occurs in `T j`, and since `T` is a tensor of rank `n`, that settles what `j` is.

Writing `∑ l : Fin n → Fin 2` supplies the missing type and cures both errors. The same annotation on the two sums over `j` and the new line break are mere tidying.

The change, after which it compiles:

```diff
@@ -29,6 +29,7 @@
     simp only [Matrix.mul_apply, Finset.prod_univ_sum, Fintype.piFinset_univ,
       Finset.prod_mul_distrib]
-  change ∑ j, (∏ k, (A * B) (i k) (j k)) * T j =
-    ∑ l, (∏ k, A (i k) (l k)) * ∑ j, (∏ k, B (l k) (j k)) * T j
+  change ∑ j : Fin n → Fin 2, (∏ k, (A * B) (i k) (j k)) * T j =
+    ∑ l : Fin n → Fin 2, (∏ k, A (i k) (l k)) *
+      ∑ j : Fin n → Fin 2, (∏ k, B (l k) (j k)) * T j
   simp only [h, Finset.sum_mul, Finset.mul_sum]
   rw [Finset.sum_comm]
```
